# Deflation with an approximate ground state lowers the first excited energy by at most the gap times the missing ground-state weight

Let a Hermitian operator $A$ on a finite-dimensional space have orthonormal eigenvectors $v_i$ with eigenvalues $E_i$, where $E_0\le E_1$ are the two lowest. If a unit vector $x$ is orthogonal to a unit vector $\varphi$, the approximate ground state, then

$$\langle x,Ax\rangle \;\ge\; E_1-(E_1-E_0)\bigl(1-|\langle v_0,\varphi\rangle|^2\bigr).$$

The minimum $m$ of $\langle x,Ax\rangle$ over all such $x$ also satisfies $m\le E_1$. The lower bound is attained when $\varphi$ lies in the span of $v_0$ and $v_1$.

## Searching for an excited state with an imperfect $\varphi$

One way to compute eigenstates one after another is to find the ground state first and then minimise the energy in its orthogonal complement. A code that does this projects out the converged vector $\varphi$, not the exact $v_0$, so some ground-state weight can leak into the next state. The bound limits the damage: if $|\langle v_0,\varphi\rangle|^2=0.99$, the deflated minimum lies below $E_1$ by at most one per cent of the gap $E_1-E_0$.

In electronic structure this applies to a configuration-interaction Hamiltonian in a finite orthonormal basis, with $E_0$ and $E_1$ the eigenvalues of that matrix and not those of the complete-basis problem.

## Leaked weight and its energy

Write $p_i=|\langle v_i,x\rangle|^2$. Expanding $x=\sum_i\langle v_i,x\rangle v_i$ and applying $A$ term by term gives

$$\langle x,Ax\rangle=\sum_i E_i\,p_i,\qquad \sum_i p_i=\|x\|^2=1.$$

Since $\varphi$ and $x$ are orthonormal, subtracting from $v_0$ its components along both leaves a remainder with squared norm

$$0\le\|v_0-\langle\varphi,v_0\rangle\varphi-\langle x,v_0\rangle x\|^2
=1-|\langle v_0,\varphi\rangle|^2-p_0 .$$

This is Bessel's inequality, and it gives $p_0\le 1-|\langle v_0,\varphi\rangle|^2$. Measured from $E_1$, the energy is

$$\langle x,Ax\rangle-E_1=\sum_i(E_i-E_1)p_i\ge-(E_1-E_0)\,p_0,$$

because every term with $i\ne0$ is non-negative. Inserting the limit on $p_0$ gives the bound.

For the upper limit on $m$, try $x=a v_0+b v_1$. Orthogonality to $\varphi$ is one linear equation, $a\alpha+b\beta=0$, with $\alpha=\langle\varphi,v_0\rangle$ and $\beta=\langle\varphi,v_1\rangle$. If $\beta=0$, take $a=0$, $b=1$. Otherwise take $a=\beta/\sqrt{|\alpha|^2+|\beta|^2}$ and $b=-\alpha/\sqrt{|\alpha|^2+|\beta|^2}$. In both cases $|a|^2+|b|^2=1$, and the energy $E_0|a|^2+E_1|b|^2$ is at most $E_1$.

For equality, let $\varphi=c v_0+s v_1$ with $|c|^2+|s|^2=1$, and $x=s^*v_0-c^*v_1$. Then $\langle\varphi,x\rangle=c^*s^*-s^*c^*=0$, and

$$\langle x,Ax\rangle=E_0|s|^2+E_1|c|^2=E_1-(E_1-E_0)(1-|c|^2),$$

which is the bound, since $\langle v_0,\varphi\rangle=c$.

Two limits are easy to read off. If $\varphi$ equals $v_0$ up to a phase, the two limits on $m$ meet and $m=E_1$. In two dimensions every $\varphi$ has the form $c v_0+s v_1$ and $x$ is fixed up to a phase, so the deflated energy always equals the lower bound.

## Lean source for the bound, the bracket and the equality case

```lean
import Mathlib

open scoped InnerProductSpace ComplexConjugate

namespace InexactDeflation

variable {V ι : Type*} [NormedAddCommGroup V] [InnerProductSpace ℂ V] [Fintype ι]

/-- The energy of a vector `x`: the real part of `⟨x, A x⟩`. -/
noncomputable def energy (A : V →ₗ[ℂ] V) (x : V) : ℝ := (⟪x, A x⟫_ℂ).re

/-- If `A` has an orthonormal eigenbasis with real eigenvalues, the energy of `x` is the sum of
the eigenvalues weighted by the squared overlaps of `x` with the eigenvectors. -/
theorem energy_eq_sum (v : OrthonormalBasis ι ℂ V) {A : V →ₗ[ℂ] V} {E : ι → ℝ}
    (hA : ∀ i, A (v i) = (E i : ℂ) • v i) (x : V) :
    energy A x = ∑ i, E i * ‖⟪v i, x⟫_ℂ‖ ^ 2 := by
  -- expand `x` in the eigenbasis and let `A` act term by term
  have hx : A x = ∑ i, ⟪v i, x⟫_ℂ • ((E i : ℂ) • v i) := by
    conv_lhs => rw [← v.sum_repr' x]
    simp only [map_sum, map_smul, hA]
  unfold energy
  rw [hx, inner_sum, Complex.re_sum]
  refine Finset.sum_congr rfl fun i _ => ?_
  rw [inner_smul_right, inner_smul_right, ← inner_conj_symm x (v i), Complex.sq_norm,
    Complex.normSq_apply]
  simp only [Complex.mul_re, Complex.mul_im, Complex.conj_re, Complex.conj_im,
    Complex.ofReal_re, Complex.ofReal_im]
  ring

/-- Two orthogonal unit vectors `φ` and `x` share the weight of a unit vector `u`: their squared
overlaps with `u` add up to at most one. -/
theorem overlap_tradeoff {u φ x : V} (hu : ‖u‖ = 1) (hφ : ‖φ‖ = 1) (hx : ‖x‖ = 1)
    (h : ⟪φ, x⟫_ℂ = 0) : ‖⟪u, x⟫_ℂ‖ ^ 2 + ‖⟪u, φ⟫_ℂ‖ ^ 2 ≤ 1 := by
  have h' : ⟪x, φ⟫_ℂ = 0 := inner_eq_zero_symm.1 h
  have ho : Orthonormal ℂ ![φ, x] := by
    constructor
    · intro i
      fin_cases i <;> simp [hφ, hx]
    · intro i j hij
      fin_cases i <;> fin_cases j <;> simp [h, h'] at hij ⊢
  -- Bessel's inequality for the pair `φ, x`
  have hb : ∑ i : Fin 2, ‖⟪![φ, x] i, u⟫_ℂ‖ ^ 2 ≤ ‖u‖ ^ 2 := ho.sum_inner_products_le u
  rw [Fin.sum_univ_two, hu] at hb
  have hb' : ‖⟪φ, u⟫_ℂ‖ ^ 2 + ‖⟪x, u⟫_ℂ‖ ^ 2 ≤ 1 ^ 2 := hb
  rw [norm_inner_symm u x, norm_inner_symm u φ]
  linarith

/-- Inexact deflation: let `A` have an orthonormal eigenbasis with real eigenvalues, all of them
except that of `v i₀` at least `E₁`, and `E i₀ ≤ E₁`. A unit vector orthogonal to the unit vector
`φ` has energy at least `E₁ - (E₁ - E i₀) (1 - |⟨v i₀, φ⟩|²)`. -/
theorem inexact_deflation (v : OrthonormalBasis ι ℂ V) {A : V →ₗ[ℂ] V} {E : ι → ℝ}
    (hA : ∀ i, A (v i) = (E i : ℂ) • v i) {i₀ : ι} {E₁ : ℝ} (h₀ : E i₀ ≤ E₁)
    (hE : ∀ i, i ≠ i₀ → E₁ ≤ E i) {φ x : V} (hφ : ‖φ‖ = 1) (hx : ‖x‖ = 1)
    (h : ⟪φ, x⟫_ℂ = 0) :
    E₁ - (E₁ - E i₀) * (1 - ‖⟪v i₀, φ⟫_ℂ‖ ^ 2) ≤ energy A x := by
  classical
  -- the weights of `x` in the eigenbasis add up to one
  have hp : ∑ i, ‖⟪v i, x⟫_ℂ‖ ^ 2 = 1 := by
    have h1 := energy_eq_sum v (A := LinearMap.id) (E := fun _ => 1) (by intro i; simp) x
    have h2 : energy LinearMap.id x = ‖x‖ ^ 2 := inner_self_eq_norm_sq (𝕜 := ℂ) x
    simp only [one_mul] at h1
    rw [← h1, h2, hx, one_pow]
  have hsum : ∑ i, (E i - E₁) * ‖⟪v i, x⟫_ℂ‖ ^ 2 = energy A x - E₁ := by
    simp only [sub_mul, Finset.sum_sub_distrib, ← Finset.mul_sum]
    rw [hp, energy_eq_sum v hA x, mul_one]
  -- only the ground-state term can lower the energy below `E₁`
  have hsplit := Finset.add_sum_erase Finset.univ
    (fun i => (E i - E₁) * ‖⟪v i, x⟫_ℂ‖ ^ 2) (Finset.mem_univ i₀)
  have hrest : 0 ≤ ∑ i ∈ Finset.univ.erase i₀, (E i - E₁) * ‖⟪v i, x⟫_ℂ‖ ^ 2 :=
    Finset.sum_nonneg fun i hi =>
      mul_nonneg (sub_nonneg.2 (hE i (Finset.ne_of_mem_erase hi))) (sq_nonneg _)

  -- and its weight is limited by the quality of `φ`
  have ht := mul_le_mul_of_nonneg_left
    (overlap_tradeoff (v.orthonormal.1 i₀) hφ hx h) (sub_nonneg.2 h₀)
  nlinarith

/-- The energy of a superposition of two different members of an orthonormal eigenbasis with real
eigenvalues has no cross term. -/
theorem energy_two_level (v : OrthonormalBasis ι ℂ V) {A : V →ₗ[ℂ] V} {E : ι → ℝ}
    (hA : ∀ i, A (v i) = (E i : ℂ) • v i) {i j : ι} (hij : i ≠ j) (a b : ℂ) :
    energy A (a • v i + b • v j) = E i * ‖a‖ ^ 2 + E j * ‖b‖ ^ 2 := by
  classical
  have hd : ∀ k, ⟪v k, v k⟫_ℂ = 1 := fun k => by
    rw [orthonormal_iff_ite.mp v.orthonormal k k, if_pos rfl]
  unfold energy
  rw [map_add, map_smul, map_smul, hA, hA]
  simp only [inner_add_left, inner_add_right, inner_smul_left, inner_smul_right, hd,
    v.orthonormal.2 hij, v.orthonormal.2 hij.symm, Complex.sq_norm, Complex.normSq_apply,
    Complex.add_re, Complex.mul_re, Complex.mul_im, Complex.conj_re, Complex.conj_im,
    Complex.ofReal_re, Complex.ofReal_im, mul_zero, mul_one, add_zero, zero_add]
  ring

/-- A superposition of two different vectors of an orthonormal basis is a unit vector if its squared
amplitudes add up to one. -/
theorem norm_two_level (v : OrthonormalBasis ι ℂ V) {i j : ι} (hij : i ≠ j) {a b : ℂ}
    (hab : ‖a‖ ^ 2 + ‖b‖ ^ 2 = 1) : ‖a • v i + b • v j‖ = 1 := by
  have h1 := energy_two_level v (A := LinearMap.id) (E := fun _ => 1)
    (by intro i; simp) hij a b
  have h2 : energy LinearMap.id (a • v i + b • v j) = ‖a • v i + b • v j‖ ^ 2 :=
    inner_self_eq_norm_sq (𝕜 := ℂ) _
  simp only [one_mul] at h1
  have h3 := norm_nonneg (a • v i + b • v j)
  have h4 : ‖a • v i + b • v j‖ ^ 2 = 1 := by rw [← h2, h1, hab]
  nlinarith

/-- Whatever vector `φ` is deflated, some unit vector orthogonal to it has energy at most `E i₁`,
where `E i₁` is the higher of the eigenvalues of two different members of an orthonormal eigenbasis
of `A` with real eigenvalues. -/
theorem exists_deflated_le (v : OrthonormalBasis ι ℂ V) {A : V →ₗ[ℂ] V} {E : ι → ℝ}
    (hA : ∀ i, A (v i) = (E i : ℂ) • v i) {i₀ i₁ : ι} (hne : i₀ ≠ i₁) (h₀ : E i₀ ≤ E i₁)
    (φ : V) : ∃ x : V, ‖x‖ = 1 ∧ ⟪φ, x⟫_ℂ = 0 ∧ energy A x ≤ E i₁ := by
  -- one linear condition on two amplitudes has a normalised solution
  have key : ∀ α β : ℂ, ∃ a b : ℂ, ‖a‖ ^ 2 + ‖b‖ ^ 2 = 1 ∧ a * α + b * β = 0 := by
    intro α β
    by_cases hβ : β = 0
    · exact ⟨0, 1, by simp, by simp [hβ]⟩
    · obtain ⟨s, hs⟩ : ∃ s : ℝ, ‖β‖ ^ 2 + ‖α‖ ^ 2 = s := ⟨_, rfl⟩
      have hpos : 0 < s := by
        have := norm_pos_iff.2 hβ
        rw [← hs]
        positivity
      refine ⟨β / (√s : ℝ), -α / (√s : ℝ), ?_, by ring⟩
      rw [norm_div, norm_div, norm_neg, Complex.norm_real,
        Real.norm_of_nonneg (Real.sqrt_nonneg _), div_pow, div_pow, Real.sq_sqrt hpos.le,
        ← add_div, hs, div_self hpos.ne']
  obtain ⟨a, b, hab, horth⟩ := key ⟪φ, v i₀⟫_ℂ ⟪φ, v i₁⟫_ℂ
  refine ⟨a • v i₀ + b • v i₁, norm_two_level v hne hab, ?_, ?_⟩
  · rw [inner_add_right, inner_smul_right, inner_smul_right, horth]
  · rw [energy_two_level v hA hne]
    have hw : E i₁ * ‖a‖ ^ 2 + E i₁ * ‖b‖ ^ 2 = E i₁ := by rw [← mul_add, hab, mul_one]
    linarith [mul_le_mul_of_nonneg_right h₀ (sq_nonneg ‖a‖)]

/-- Let `A` have an orthonormal eigenbasis with real eigenvalues, the two lowest being
`E i₀ ≤ E i₁`. The least energy `m` among unit vectors orthogonal to a unit vector `φ` never exceeds
`E i₁`, and falls below it by at most `(E i₁ - E i₀) (1 - |⟨v i₀, φ⟩|²)`. -/
theorem deflated_minimum_bracket (v : OrthonormalBasis ι ℂ V) {A : V →ₗ[ℂ] V} {E : ι → ℝ}
    (hA : ∀ i, A (v i) = (E i : ℂ) • v i) {i₀ i₁ : ι} (hne : i₀ ≠ i₁) (h₀ : E i₀ ≤ E i₁)
    (hE : ∀ i, i ≠ i₀ → E i₁ ≤ E i) {φ : V} (hφ : ‖φ‖ = 1) {m : ℝ}
    (hm : IsLeast (energy A '' {x | ‖x‖ = 1 ∧ ⟪φ, x⟫_ℂ = 0}) m) :
    E i₁ - (E i₁ - E i₀) * (1 - ‖⟪v i₀, φ⟫_ℂ‖ ^ 2) ≤ m ∧ m ≤ E i₁ := by
  constructor
  · obtain ⟨x, ⟨hx, hort⟩, rfl⟩ := hm.1
    exact inexact_deflation v hA h₀ hE hφ hx hort
  · obtain ⟨x, hx, hort, hle⟩ := exists_deflated_le v hA hne h₀ φ
    exact (hm.2 ⟨x, ⟨hx, hort⟩, rfl⟩).trans hle

/-- For normalised amplitudes `c, s` and two different members `v₀, v₁` of an orthonormal eigenbasis
with real eigenvalues, `φ = c v₀ + s v₁` and `x = s* v₀ - c* v₁` are orthogonal unit vectors, and
the energy of `x` is `E i₁ - (E i₁ - E i₀) (1 - |⟨v₀, φ⟩|²)`. When `E i₀ ≤ E i₁` are the two lowest
eigenvalues, this is the deflation bound, which is therefore attained. -/
theorem inexact_deflation_sharp (v : OrthonormalBasis ι ℂ V) {A : V →ₗ[ℂ] V} {E : ι → ℝ}
    (hA : ∀ i, A (v i) = (E i : ℂ) • v i) {i₀ i₁ : ι} (hne : i₀ ≠ i₁) {c s : ℂ}
    (hcs : ‖c‖ ^ 2 + ‖s‖ ^ 2 = 1) {φ x : V} (hφ : φ = c • v i₀ + s • v i₁)
    (hx : x = conj s • v i₀ + (-conj c) • v i₁) :
    ‖φ‖ = 1 ∧ ‖x‖ = 1 ∧ ⟪φ, x⟫_ℂ = 0 ∧
      energy A x = E i₁ - (E i₁ - E i₀) * (1 - ‖⟪v i₀, φ⟫_ℂ‖ ^ 2) := by
  classical
  have hd : ∀ k, ⟪v k, v k⟫_ℂ = 1 := fun k => by
    rw [orthonormal_iff_ite.mp v.orthonormal k k, if_pos rfl]
  have hc : ⟪v i₀, φ⟫_ℂ = c := by
    rw [hφ, inner_add_right, inner_smul_right, inner_smul_right, hd, v.orthonormal.2 hne]
    ring
  refine ⟨?_, ?_, ?_, ?_⟩
  · rw [hφ]
    exact norm_two_level v hne hcs
  · rw [hx]
    refine norm_two_level v hne ?_
    rw [norm_neg, RCLike.norm_conj, RCLike.norm_conj]
    linarith
  · rw [hφ, hx]
    simp only [inner_add_left, inner_add_right, inner_smul_left, inner_smul_right, hd,
      v.orthonormal.2 hne, v.orthonormal.2 hne.symm]
    ring
  · rw [hc, hx, energy_two_level v hA hne, norm_neg, RCLike.norm_conj, RCLike.norm_conj]
    linear_combination (E i₀) * hcs

end InexactDeflation
```

```lean
#print axioms InexactDeflation.exists_deflated_le
-- 'InexactDeflation.exists_deflated_le' depends on axioms: [propext, Classical.choice, Quot.sound]
#print axioms InexactDeflation.deflated_minimum_bracket
-- 'InexactDeflation.deflated_minimum_bracket' depends on axioms: [propext, Classical.choice, Quot.sound]
#print axioms InexactDeflation.inexact_deflation_sharp
-- 'InexactDeflation.inexact_deflation_sharp' depends on axioms: [propext, Classical.choice, Quot.sound]
```

## Exact orthogonality, normalisation and the assumed minimum

The type `OrthonormalBasis ι ℂ V` with a finite index type `ι` makes the space finite-dimensional. The hypothesis `hA` says that each `v i` is an eigenvector with real eigenvalue `E i`; this already makes $A$ Hermitian. The inner product is conjugate-linear in its first argument. `energy A x` is the real part of $\langle x,Ax\rangle$ without division by $\|x\|^2$, so it is the Rayleigh quotient only for unit vectors.

The index `i₀` marks the ground state. In `inexact_deflation`, `E₁` is any real number that is at least `E i₀` and at most every other eigenvalue; it need not be an eigenvalue itself. In `deflated_minimum_bracket` it becomes the eigenvalue `E i₁`, with `i₁` different from `i₀`. There `hm` supplies $m$ as an attained minimum; compactness of the unit sphere in finite dimension is the usual reason that one exists.

The step left to the user is from exact to computed orthogonality: the theorems take $\langle\varphi,x\rangle=0$, whereas an iterative solver keeps it only to rounding. The bound also contains the overlap with the exact $v_0$, which a code has to estimate.

The theorem assumes $\|\varphi\|=1$, and the lower bound can fail when $\|\varphi\|>1$. Take $E_0=0$, $E_1=1$, $\varphi=2v_0$ and $x=v_1$. The two vectors are orthogonal and $x$ has energy $1$, but the formula would demand at least $1-(1-4)=4$. The overlap must therefore be evaluated with a normalised $\varphi$.

## The lemmas behind each step

`energy_eq_sum` is the eigenbasis expansion. `overlap_tradeoff` shows that the pair `![φ, x]` is orthonormal and applies Mathlib's Bessel inequality to it.

In `inexact_deflation`, `hp` obtains $\sum_i p_i=1$ by applying the expansion to the identity map, whose eigenvalues are all 1. `hsum` measures the energy from `E₁`, `hsplit` separates the ground-state term, and `hrest` shows that the remaining terms are non-negative. `ht` multiplies the overlap inequality by the gap, and `nlinarith` combines these facts.

`energy_two_level` and `norm_two_level` give the energy and norm of a two-state superposition. `exists_deflated_le` solves the linear equation for the amplitudes in its step `key`, with the same two cases for $\beta$. `deflated_minimum_bracket` applies the lower bound to the minimiser and compares the minimum with this trial vector. `inexact_deflation_sharp` checks the explicit pair; its last line uses $|c|^2+|s|^2=1$ to match the energy with the bound.
